# The Laplacian of r^(2n) h is 2n(2n + 2l + d − 2) r^(2n−2) h for a solid harmonic h of degree l and n ≥ 1

I would like to treat a solid harmonic as a polynomial in the Cartesian coordinates, not as r^l times a function of the angles. So let h be a real polynomial in d variables, homogeneous of degree l, with Δh = 0. In multipole problems I keep using the rule that, for every integer n ≥ 1,

Δ(r^(2n) h) = 2n(2n + 2l + d − 2) r^(2n−2) h.

Can this be derived without spherical coordinates, in any dimension, and proved in Lean so that a machine checks each step? I would also like to see what it gives for Poisson's equation.

## Two product rules and Euler's identity

The polynomial description is enough: only even powers of r occur, and r² = ∑ᵢ xᵢ² is itself a polynomial. Differentiation then needs no limits, and the origin needs no special treatment.

Write n = m + 1 with m = 0, 1, 2, …, and ∂ᵢ for the derivative along xᵢ. Since ∂ᵢ r² = 2xᵢ, the power rule gives

∂ᵢ r^(2n) = 2n xᵢ r^(2m).

For any polynomial p, the product rule gives

∂ᵢ(r^(2n) p) = 2n xᵢ r^(2m) p + r^(2n) ∂ᵢp.

Differentiate once more along the same axis, keeping r^(2m) p together as one factor:

∂ᵢ²(r^(2n) p) = 2n [r^(2m) p + xᵢ ∂ᵢ(r^(2m) p) + r^(2m) xᵢ ∂ᵢp] + r^(2n) ∂ᵢ²p.

Now sum over the d axes. With the Euler operator E = ∑ᵢ xᵢ ∂ᵢ, this becomes

Δ(r^(2n) p) = 2n [d r^(2m) p + E(r^(2m) p) + r^(2m) Ep] + r^(2n) Δp.

Set p = h. The last term vanishes because h is harmonic. Euler's identity says that E multiplies a homogeneous polynomial by its degree, so

E(r^(2m) h) = (2m + l) r^(2m) h

Eh = l h.

The bracket is therefore (d + 2m + 2l) r^(2m) h, and 2m = 2n − 2 gives the rule.

The smallest case is h = 1 and n = 1, where the rule reads Δr² = 2d. In three dimensions and Gaussian units it gives −(2π/3) ρ r², which is, up to a constant, the familiar potential inside a ball of uniform charge density ρ.

## Potentials, repeated Laplacians and unique components

In three dimensions the factor is 2(m + 1)(2m + 2l + 3), which is never zero. Dividing by it solves Poisson's equation ΔΦ = −4πρ for the density ρ = r^(2m) h:

Φ = −4π r^(2m+2) h / [2(m + 1)(2m + 2l + 3)].

This is one particular solution, valid in any region where the density has this polynomial form. Any other solution there differs from it by a harmonic function, which boundary conditions would select.

Applying the rule k times to r^(2k) h lowers the power of r² to zero and leaves

Δ^k(r^(2k) h) = c h, with c = ∏ⱼ 2(j + 1)(2j + 2l + d), j = 0, …, k − 1.

For d ≥ 1 every factor is positive. Suppose now that a sum of terms r^(2j) hⱼ with j = 0, …, N vanishes, each hⱼ being a solid harmonic. Applying Δ^N removes every term with j < N, since j Laplacians already reduce it to a multiple of hⱼ and the next one gives zero. What remains is a nonzero multiple of h_N, so h_N = 0. Dropping that term and repeating the argument shows that all components vanish. If two expansions of the same polynomial have components of the same degree for each j, the differences of those components are again solid harmonics, so the argument applies to them and gives uniqueness.

In electronic structure, this bears on the polynomial prefactors of Cartesian Gaussians: any splitting of such a prefactor into terms r^(2j) hⱼ, with the degree of each hⱼ fixed, has only one set of components. The result concerns the finite polynomial alone, not the Gaussian or its integrals.

## How the Lean statements describe the physics

The type `MvPolynomial (Fin d) ℝ` contains real polynomials in d coordinates, numbered from 0. The polynomial `rSq d` is r², and `pderiv i` is the formal partial derivative ∂ᵢ. `laplacian d` is the sum of the unmixed second derivatives, defined as a linear operator, so its powers mean repeated application. The symbol `•` multiplies a polynomial by a real number.

`IsSolidHarmonic l h` has two parts: h is homogeneous of degree l, and its Laplacian is zero. The second part is Laplace's equation, the condition for a potential in a charge-free region. The zero polynomial qualifies in every degree, and no normalisation is imposed.

The main theorem, `laplacian_rSq_pow_mul_solidHarmonic`, takes any natural number m and uses the exponent `m + 1`, which covers exactly n ≥ 1. The factor is computed in the real numbers, so `d - 2` is ordinary subtraction even for d = 1.

`poisson_solution` fixes d = 3 and the Gaussian-unit constant 4π. `components_eq_zero` and `expansion_unique` require `0 < d`, because with no coordinates r² is zero and the terms with j ≥ 1 carry no information about their components. In `expansion_unique` the two expansions share the degrees `l j`. The classical decomposition of a homogeneous polynomial into such terms also needs existence, which these theorems leave open. Non-polynomial fields, such as the exterior multipole potentials that decay with distance, are not covered either.

```lean
import Mathlib

open MvPolynomial

namespace SolidHarmonicLadder

noncomputable section

/-- The Laplacian on real polynomials in `d` Cartesian coordinates, the sum of the unmixed second
partial derivatives, as a linear operator. -/
def laplacian (d : ℕ) : Module.End ℝ (MvPolynomial (Fin d) ℝ) where
  toFun p := ∑ i, pderiv i (pderiv i p)
  map_add' p q := by simp [Finset.sum_add_distrib]
  map_smul' c p := by simp [Finset.smul_sum]

/-- The squared distance from the origin, as a polynomial in the coordinates. -/
def rSq (d : ℕ) : MvPolynomial (Fin d) ℝ := ∑ i, X i ^ 2

/-- A solid harmonic of degree `l`: a homogeneous polynomial of degree `l` that solves Laplace's
equation. -/
structure IsSolidHarmonic {d : ℕ} (l : ℕ) (h : MvPolynomial (Fin d) ℝ) : Prop where
  homogeneous : h.IsHomogeneous l
  harmonic : laplacian d h = 0

/-- The gradient of an even power of the distance points along the position vector:
`∂ᵢ r^(2m+2) = 2(m+1) xᵢ r^(2m)`. -/
theorem pderiv_rSq_pow {d : ℕ} (i : Fin d) (m : ℕ) :
    pderiv i (rSq d ^ (m + 1)) = (2 * ((m : ℝ) + 1)) • (X i * rSq d ^ m) := by
  have h1 : pderiv i (rSq d) = 2 * X i := by
    unfold rSq
    rw [map_sum, Finset.sum_eq_single i]
    · rw [pow_two, pderiv_mul, pderiv_X_self]
      ring
    · intro j _ hj
      rw [pow_two, pderiv_mul, pderiv_X_of_ne hj]
      simp
    · simp
  rw [Derivation.leibniz_pow, h1, Nat.add_sub_cancel]
  simp only [nsmul_eq_mul, smul_eq_mul, smul_eq_C_mul, map_mul, map_add, map_one,
    map_natCast, map_ofNat]
  push_cast
  ring

/-- The Laplacian of `r^(2m+2) p` for any polynomial `p`, written with the Euler operator
`∑ xᵢ ∂ᵢ` acting on `r^(2m) p` and on `p`. -/
theorem laplacian_rSq_pow_mul {d : ℕ} (m : ℕ) (p : MvPolynomial (Fin d) ℝ) :
    laplacian d (rSq d ^ (m + 1) * p) =
      (2 * ((m : ℝ) + 1)) • ((d : ℝ) • (rSq d ^ m * p)
        + ∑ i, X i * pderiv i (rSq d ^ m * p) + rSq d ^ m * ∑ i, X i * pderiv i p)
      + rSq d ^ (m + 1) * laplacian d p := by
  have hL : ∀ q, laplacian d q = ∑ i, pderiv i (pderiv i q) := fun _ => rfl
  -- the second derivative along one axis
  have key : ∀ i : Fin d, pderiv i (pderiv i (rSq d ^ (m + 1) * p)) =
      (2 * ((m : ℝ) + 1)) • (rSq d ^ m * p + X i * pderiv i (rSq d ^ m * p)
        + rSq d ^ m * (X i * pderiv i p)) + rSq d ^ (m + 1) * pderiv i (pderiv i p) := by
    intro i
    have h1 : pderiv i (rSq d ^ (m + 1) * p) =
        (2 * ((m : ℝ) + 1)) • (X i * (rSq d ^ m * p)) + rSq d ^ (m + 1) * pderiv i p := by
      rw [pderiv_mul, pderiv_rSq_pow]
      simp only [smul_eq_C_mul]
      ring
    have h2 : pderiv i (X i * (rSq d ^ m * p)) =
        rSq d ^ m * p + X i * pderiv i (rSq d ^ m * p) := by
      rw [pderiv_mul, pderiv_X_self, one_mul]
    have h3 : pderiv i (rSq d ^ (m + 1) * pderiv i p) =
        (2 * ((m : ℝ) + 1)) • (X i * rSq d ^ m) * pderiv i p
          + rSq d ^ (m + 1) * pderiv i (pderiv i p) := by
      rw [pderiv_mul, pderiv_rSq_pow]
    rw [h1, map_add, Derivation.map_smul, h2, h3]
    simp only [smul_eq_C_mul]
    ring
  -- sum over the axes
  rw [hL, hL, Finset.sum_congr rfl (fun i _ => key i), Finset.sum_add_distrib,
    ← Finset.smul_sum, Finset.sum_add_distrib, Finset.sum_add_distrib, Finset.sum_const,
    Finset.card_univ, Fintype.card_fin, ← Finset.mul_sum, ← Finset.mul_sum,
    ← Nat.cast_smul_eq_nsmul ℝ]

/-- For a solid harmonic `h` of degree `l` in `d` dimensions and `n = m + 1`, the Laplacian of
`r^(2n) h` is `2n(2n + 2l + d - 2) r^(2n-2) h`. -/
theorem laplacian_rSq_pow_mul_solidHarmonic {d l : ℕ} {h : MvPolynomial (Fin d) ℝ}
    (hh : IsSolidHarmonic l h) (m : ℕ) :
    laplacian d (rSq d ^ (m + 1) * h) =
      (2 * ((m : ℝ) + 1) * (2 * ((m : ℝ) + 1) + 2 * l + d - 2)) • (rSq d ^ m * h) := by
  have hr : (rSq d).IsHomogeneous 2 :=
    IsHomogeneous.sum _ _ _ fun i _ => by simpa using (isHomogeneous_X ℝ i).pow 2
  -- Euler's identity in degrees 2m + l and l
  have e1 := ((hr.pow m).mul hh.homogeneous).sum_X_mul_pderiv
  have e2 := hh.homogeneous.sum_X_mul_pderiv
  rw [laplacian_rSq_pow_mul, e1, e2, hh.harmonic, mul_zero, add_zero]
  simp only [nsmul_eq_mul, smul_eq_C_mul, map_mul, map_add, map_sub, map_one,
    map_natCast, map_ofNat]
  push_cast
  ring

/-- In three dimensions and Gaussian units, the charge density `r^(2m) h`, with `h` a solid
harmonic of degree `l`, has the polynomial `-4π r^(2m+2) h / (2(m+1)(2m+2l+3))` as a solution of
Poisson's equation. -/
theorem poisson_solution {l : ℕ} {h : MvPolynomial (Fin 3) ℝ}
    (hh : IsSolidHarmonic l h) (m : ℕ) :
    laplacian 3 ((-(4 * Real.pi / (2 * ((m : ℝ) + 1) * (2 * m + 2 * l + 3)))) •
      (rSq 3 ^ (m + 1) * h)) = (-(4 * Real.pi)) • (rSq 3 ^ m * h) := by
  have hne : 2 * ((m : ℝ) + 1) * (2 * m + 2 * l + 3) ≠ 0 := by positivity
  have e : 2 * ((m : ℝ) + 1) * (2 * ((m : ℝ) + 1) + 2 * l + ((3 : ℕ) : ℝ) - 2) =
      2 * ((m : ℝ) + 1) * (2 * m + 2 * l + 3) := by
    push_cast
    ring
  rw [map_smul, laplacian_rSq_pow_mul_solidHarmonic hh, smul_smul, e, neg_mul,
    div_mul_cancel₀ _ hne]

/-- Applying the Laplacian `k` times to `r^(2m+2k) h`, with `h` a solid harmonic of degree `l`,
gives `r^(2m) h` times the product of the `k` successive factors. -/
theorem laplacian_pow_rSq_pow_mul {d l : ℕ} {h : MvPolynomial (Fin d) ℝ}
    (hh : IsSolidHarmonic l h) (m k : ℕ) :
    (laplacian d ^ k) (rSq d ^ (m + k) * h) =
      (∏ j ∈ Finset.range k, 2 * ((m : ℝ) + j + 1) * (2 * ((m : ℝ) + j + 1) + 2 * l + d - 2)) •
        (rSq d ^ m * h) := by
  induction k with
  | zero => simp
  | succ k ih =>
    rw [pow_succ, Module.End.mul_apply, ← add_assoc,
      laplacian_rSq_pow_mul_solidHarmonic hh, map_smul, ih, smul_smul,
      Finset.prod_range_succ, mul_comm]
    push_cast
    rfl

/-- Applying the Laplacian `k` times to `r^(2k) h` gives the solid harmonic `h` times an explicit
factor. -/
theorem laplacian_pow_extract {d l : ℕ} {h : MvPolynomial (Fin d) ℝ}
    (hh : IsSolidHarmonic l h) (k : ℕ) :
    (laplacian d ^ k) (rSq d ^ k * h) =
      (∏ j ∈ Finset.range k, 2 * ((j : ℝ) + 1) * (2 * ((j : ℝ) + 1) + 2 * l + d - 2)) • h := by
  simpa using laplacian_pow_rSq_pow_mul hh 0 k

/-- In dimension at least one, if a finite sum of terms `r^(2j) hⱼ` with solid harmonics `hⱼ`
vanishes, then every `hⱼ` vanishes. -/
theorem components_eq_zero {d : ℕ} (hd : 0 < d) (l : ℕ → ℕ)
    (h : ℕ → MvPolynomial (Fin d) ℝ) (N : ℕ) (hh : ∀ j < N, IsSolidHarmonic (l j) (h j))
    (hs : ∑ j ∈ Finset.range N, rSq d ^ j * h j = 0) : ∀ j < N, h j = 0 := by
  induction N with
  | zero => intro j hj; omega
  | succ N ih =>
    -- N Laplacians annihilate all terms but the last
    have low : ∀ j ∈ Finset.range N, (laplacian d ^ N) (rSq d ^ j * h j) = 0 := by
      intro j hj
      have hjN := Finset.mem_range.mp hj
      have hH := hh j (by omega)
      have e : N = (N - j - 1) + 1 + j := by omega
      rw [e, pow_add, Module.End.mul_apply, laplacian_pow_extract hH, map_smul, pow_succ,
        Module.End.mul_apply, hH.harmonic, map_zero, smul_zero]
    have top : h N = 0 := by
      have e : (laplacian d ^ N) (∑ j ∈ Finset.range (N + 1), rSq d ^ j * h j) = 0 := by
        rw [hs, map_zero]
      rw [Finset.sum_range_succ, map_add, map_sum, Finset.sum_eq_zero low, zero_add,
        laplacian_pow_extract (hh N (by omega))] at e
      refine (smul_eq_zero.mp e).resolve_left (Finset.prod_ne_zero_iff.mpr fun j _ => ?_)
      have h1 : (1 : ℝ) ≤ d := by exact_mod_cast hd
      have h2 : (0 : ℝ) ≤ j := Nat.cast_nonneg j
      have h3 : (0 : ℝ) ≤ l N := Nat.cast_nonneg (l N)
      exact mul_ne_zero (by positivity) (by linarith)
    rw [Finset.sum_range_succ, top, mul_zero, add_zero] at hs
    intro j hj
    rcases (by omega : j < N ∨ j = N) with hlt | rfl
    · exact ih (fun i hi => hh i (by omega)) hs j hlt
    · exact top

/-- In dimension at least one, two expansions `∑ r^(2j) hⱼ` and `∑ r^(2j) gⱼ` of the same
polynomial, with `hⱼ` and `gⱼ` solid harmonics of equal degree, have the same components. -/
theorem expansion_unique {d : ℕ} (hd : 0 < d) (l : ℕ → ℕ)
    (h g : ℕ → MvPolynomial (Fin d) ℝ) (N : ℕ)
    (hh : ∀ j < N, IsSolidHarmonic (l j) (h j)) (hg : ∀ j < N, IsSolidHarmonic (l j) (g j))
    (heq : ∑ j ∈ Finset.range N, rSq d ^ j * h j = ∑ j ∈ Finset.range N, rSq d ^ j * g j) :
    ∀ j < N, h j = g j := by
  intro j hj
  refine sub_eq_zero.mp (components_eq_zero hd l (fun i => h i - g i) N (fun i hi => ?_) ?_ j hj)
  · exact ⟨(homogeneousSubmodule (Fin d) ℝ (l i)).sub_mem (hh i hi).homogeneous
      (hg i hi).homogeneous, by rw [map_sub, (hh i hi).harmonic, (hg i hi).harmonic, sub_zero]⟩
  · simp only [mul_sub, Finset.sum_sub_distrib, heq, sub_self]

/-- The polynomial `xy` in three dimensions is a solid harmonic of degree two. -/
theorem xy_isSolidHarmonic_witness :
    IsSolidHarmonic 2 (X 0 * X 1 : MvPolynomial (Fin 3) ℝ) where
  homogeneous := (isHomogeneous_X ℝ 0).mul (isHomogeneous_X ℝ 1)
  harmonic := by
    change ∑ i : Fin 3, pderiv i (pderiv i (X 0 * X 1 : MvPolynomial (Fin 3) ℝ)) = 0
    simp [Fin.sum_univ_three, pderiv_X, Pi.single_apply]

end

end SolidHarmonicLadder
```

```lean
#print axioms SolidHarmonicLadder.laplacian_rSq_pow_mul_solidHarmonic
#print axioms SolidHarmonicLadder.poisson_solution
#print axioms SolidHarmonicLadder.expansion_unique
```

```
'SolidHarmonicLadder.laplacian_rSq_pow_mul_solidHarmonic' depends on axioms: [propext, Classical.choice, Quot.sound]
'SolidHarmonicLadder.poisson_solution' depends on axioms: [propext, Classical.choice, Quot.sound]
'SolidHarmonicLadder.expansion_unique' depends on axioms: [propext, Classical.choice, Quot.sound]
```

## From the gradient of r^(2n) to uniqueness

`pderiv_rSq_pow` is the gradient formula. In the sum defining r², only the term with index i survives differentiation along xᵢ, and `Derivation.leibniz_pow` supplies the power rule.

`laplacian_rSq_pow_mul` is the identity for a general polynomial p. Its intermediate statement `key` is the second derivative along one axis. Within it, `h1` is the first derivative, while `h2` and `h3` differentiate the two resulting terms. The final rewrite sums `key` over the axes. The term without a derivative is the same for each axis, which is where the factor d comes from.

The main theorem first records that r² is homogeneous of degree 2. Then `e1` and `e2` are Euler's identity for r^(2m) h and for h. Substituting both, together with `hh.harmonic`, leaves an identity between coefficients that `ring` closes.

For `poisson_solution`, linearity moves the prefactor outside the Laplacian, the main theorem supplies the factor, and `div_mul_cancel₀` cancels it against the denominator, which `positivity` has shown to be nonzero.

`laplacian_pow_rSq_pow_mul` is an induction on the number k of Laplacians. The first Laplacian to act contributes the factor with the largest index, and the induction hypothesis supplies the others. Setting m = 0 gives `laplacian_pow_extract`.

`components_eq_zero` is an induction on the number of terms. The statement `low` shows that N Laplacians remove each term with j < N, by splitting N into j Laplacians, one more, and the rest. The statement `top` isolates h_N and shows that its prefactor is nonzero, using `0 < d`. The shorter sum is then handled by the induction hypothesis. `expansion_unique` applies this to the differences hⱼ − gⱼ, which are again solid harmonics of the same degree.

Finally, `xy_isSolidHarmonic_witness` checks a quadrupole polynomial directly. The product xy has degree two, and each of its unmixed second derivatives is zero. With m = 0, `poisson_solution` then gives the potential −(2π/7) r² xy for the charge density xy.
